# Stretching a nonnegative density by a factor L at fixed charge divides its local exchange and Hartree integrals by L

## Stretched densities and orbitals

A density $n$ is a real function on three-dimensional space, and $L>0$ is a dimensionless stretching factor. Physical densities are nonnegative; the theorems that use this say so.

```lean
import Mathlib

open MeasureTheory Filter Topology
open scoped ENNReal

noncomputable section

namespace SelfInteractionScaling

/-- Three-dimensional Euclidean space. -/
abbrev Space := EuclideanSpace ℝ (Fin 3)
```

`Space` is $\mathbb R^3$ with the Euclidean norm; `Fin 3` is the index set of the three coordinates.

```lean
/-- The density `n` stretched by a length factor `L > 0`: `n_L(x) = L⁻³ n(x/L)`. -/
def stretch (L : ℝ) (n : Space → ℝ) : Space → ℝ :=
  fun x => (L ^ 3)⁻¹ * n (L⁻¹ • x)
```

A `def` introduces a named object, and `fun x => ...` is the function that sends $x$ to what follows. The stretched density is

$$n_L(x)=L^{-3}\,n(x/L).$$

The symbol `•` multiplies a vector by a number, so `L⁻¹ • x` is $x/L$.

```lean
/-- The orbital `ψ` stretched by a length factor `L > 0`: `ψ_L(x) = L^(-3/2) ψ(x/L)`. -/
def stretchOrbital (L : ℝ) (ψ : Space → ℂ) : Space → ℂ :=
  fun x => (√(L ^ 3))⁻¹ • ψ (L⁻¹ • x)
```

An orbital $\psi$ is a complex function, stretched with the prefactor $L^{-3/2}$, written here as $1/\sqrt{L^3}$. There is no spin, and $\psi$ need not be normalised.

## Charge, exchange and Hartree integrals

```lean
/-- The total charge `∫ n` of a nonnegative density. -/
def charge (n : Space → ℝ) : ℝ≥0∞ := ∫⁻ x, ENNReal.ofReal (n x)
```

For a nonnegative density the charge is $Q[n]=\int n(x)\,d^3x$. The sign `∫⁻` is the Lebesgue integral with values in $[0,\infty]$, a range that Lean writes `ℝ≥0∞`, and `ENNReal.ofReal` carries a real number into it, sending negative numbers to zero. A divergent integral therefore has the value $\infty$, and the scaling laws below remain meaningful for it.

```lean
/-- The local exchange integral `∫ n^(4/3)` of a nonnegative density. -/
def exchange (n : Space → ℝ) : ℝ≥0∞ := ∫⁻ x, ENNReal.ofReal (n x ^ (4 / 3 : ℝ))
```

This is $X[n]=\int n^{4/3}\,d^3x$, the integral in the local density approximation for exchange, without its negative prefactor.

```lean
/-- The Coulomb integrand `n(x) n(y) / ‖x - y‖` of a nonnegative density, for `x ≠ y`. -/
def coulomb (n : Space → ℝ) (x y : Space) : ℝ≥0∞ :=
  ENNReal.ofReal (n x * n y / ‖x - y‖)
```

The integrand is $n(x)n(y)/\|x-y\|$. At $x=y$ Lean's division by zero gives $0$, which does not affect the integral, because for each $x$ this concerns a single point $y$.

```lean
/-- The Hartree double integral of `n(x) n(y) / ‖x - y‖` for a nonnegative density. -/
def hartree (n : Space → ℝ) : ℝ≥0∞ := ∫⁻ x, ∫⁻ y, coulomb n x y
```

The Hartree integral $H[n]$ integrates first over $y$, then over $x$. The usual factor $\tfrac12$ and the units of charge are left out.

```lean
/-- The Coulomb repulsion `1/r` at distances `0 < r < 1`, set to zero from `r = 1` on. -/
def nearCoulomb (r : ℝ) : ℝ := if r < 1 then r⁻¹ else 0
```

This function, called $w(r)$ below, is the Coulomb repulsion cut off at unit distance. It serves only in the proof that $H[n]$ is finite.

## Two powers of L that cancel in the charge

```lean
/-- Stretching an orbital by `L > 0` stretches its density `|ψ|²` by the same factor. -/
theorem density_stretchOrbital {L : ℝ} (hL : 0 < L) (ψ : Space → ℂ) :
    (fun x => ‖stretchOrbital L ψ x‖ ^ 2) = stretch L (fun x => ‖ψ x‖ ^ 2) := by
  funext x
  have h3 : 0 ≤ L ^ 3 := by positivity
  simp only [stretchOrbital, stretch]
  rw [norm_smul, mul_pow, Real.norm_eq_abs, sq_abs, inv_pow, Real.sq_sqrt h3]
```

A `theorem` lists its hypotheses before the colon and its claim after it; the proof follows `:=`. Here `hL` is the name of the assumption $L>0$. The claim is that the density of the stretched orbital is the stretched density:

$$|\psi_L(x)|^2=\big(L^{-3/2}\big)^2|\psi(x/L)|^2=L^{-3}|\psi(x/L)|^2.$$

In the proof, `norm_smul` separates the prefactor from the orbital and `Real.sq_sqrt` squares the root. All results for densities thus apply to an orbital through $n=|\psi|^2$.

```lean
/-- Change of variables: for `L > 0`, the integral of `f(x/L)` is `L³` times that of `f`. -/
theorem lintegral_stretch {L : ℝ} (hL : 0 < L) (f : Space → ℝ≥0∞) :
    ∫⁻ x, f (L⁻¹ • x) = ENNReal.ofReal (L ^ 3) * ∫⁻ x, f x := by
  have hne : L⁻¹ ≠ 0 := inv_ne_zero hL.ne'
  have he : MeasurableEmbedding (fun x : Space => L⁻¹ • x) :=
    (Homeomorph.smulOfNeZero L⁻¹ hne).measurableEmbedding
  have h3 : |((L⁻¹) ^ 3)⁻¹| = L ^ 3 := by
    rw [inv_pow, inv_inv, abs_of_pos (by positivity)]
  calc ∫⁻ x, f (L⁻¹ • x)
      = ∫⁻ y, f y ∂(Measure.map (fun x : Space => L⁻¹ • x) volume) :=
        (he.lintegral_map f).symm
    _ = ENNReal.ofReal (L ^ 3) * ∫⁻ x, f x := by
        rw [Measure.map_addHaar_smul volume hne, lintegral_smul_measure,
          finrank_euclideanSpace_fin, h3, smul_eq_mul]
```

With $u=x/L$ we have $d^3x=L^3\,d^3u$, hence

$$\int f(x/L)\,d^3x=L^3\int f(u)\,d^3u.$$

Lean expresses the substitution by transporting the volume measure along $x\mapsto x/L$. The lemma `Measure.map_addHaar_smul` supplies the Jacobian, and `finrank_euclideanSpace_fin` supplies its exponent, the dimension 3. Since the map is continuous with a continuous inverse, $f$ need not be measurable. For a non-measurable function `∫⁻` is a lower integral; for the measurable densities of physics it is the ordinary one.

```lean
/-- Stretching a density by `L > 0` conserves its total charge. -/
theorem charge_stretch {L : ℝ} (hL : 0 < L) (n : Space → ℝ) :
    charge (stretch L n) = charge n := by
  have hc : 0 ≤ (L ^ 3)⁻¹ := by positivity
  simp only [charge, stretch, ENNReal.ofReal_mul hc]
  rw [lintegral_const_mul' _ _ ENNReal.ofReal_ne_top,
    lintegral_stretch hL (fun x => ENNReal.ofReal (n x)), ← mul_assoc,
    ← ENNReal.ofReal_mul hc, inv_mul_cancel₀ (by positivity), ENNReal.ofReal_one, one_mul]
```

The prefactor and the Jacobian cancel:

$$Q[n_L]=L^{-3}\cdot L^3\,Q[n]=Q[n].$$

The proof takes the constant out of the integral with `lintegral_const_mul'`, applies the change of variables, and cancels. The next two proofs have the same structure.

## One factor 1/L for exchange and for Hartree

```lean
/-- Stretching a nonnegative density by `L > 0` multiplies its exchange integral by `1/L`. -/
theorem exchange_stretch {L : ℝ} (hL : 0 < L) {n : Space → ℝ} (h0 : ∀ x, 0 ≤ n x) :
    exchange (stretch L n) = ENNReal.ofReal L⁻¹ * exchange n := by
  have hc : 0 ≤ (L ^ 4)⁻¹ := by positivity
  have h4 : (L ^ 3) ^ (4 / 3 : ℝ) = L ^ 4 := by
    rw [← Real.rpow_natCast L 3, ← Real.rpow_mul hL.le, ← Real.rpow_natCast L 4]
    norm_num
  have key : ∀ x, stretch L n x ^ (4 / 3 : ℝ)
      = (L ^ 4)⁻¹ * n (L⁻¹ • x) ^ (4 / 3 : ℝ) := fun x => by
    rw [stretch, Real.mul_rpow (by positivity) (h0 _), Real.inv_rpow (by positivity), h4]
  simp only [exchange, key, ENNReal.ofReal_mul hc]
  rw [lintegral_const_mul' _ _ ENNReal.ofReal_ne_top,
    lintegral_stretch hL (fun x => ENNReal.ofReal (n x ^ (4 / 3 : ℝ))), ← mul_assoc,
    ← ENNReal.ofReal_mul hc]
  congr 2
  field_simp
```

The hypothesis `h0` says that $n(x)\ge 0$ for all $x$. It lets the power act on each factor separately:

$$n_L(x)^{4/3}=L^{-4}\,n(x/L)^{4/3},\qquad X[n_L]=L^{-4}\cdot L^{3}\,X[n]=\frac1L\,X[n].$$

The first identity is `key` in the proof, with $(L^3)^{4/3}=L^4$ established as `h4`. The final `field_simp` simplifies $L^{-4}L^3$ to $L^{-1}$.

```lean
/-- Stretching a density by `L > 0` multiplies its Hartree double integral by `1/L`. -/
theorem hartree_stretch {L : ℝ} (hL : 0 < L) (n : Space → ℝ) :
    hartree (stretch L n) = ENNReal.ofReal L⁻¹ * hartree n := by
  have hc : 0 ≤ (L ^ 7)⁻¹ := by positivity
  have h3 : 0 ≤ L ^ 3 := by positivity
  -- two densities give `L⁻⁶`, the rescaled distance one more `L⁻¹`
  have key : ∀ x y, coulomb (stretch L n) x y
      = ENNReal.ofReal (L ^ 7)⁻¹ * coulomb n (L⁻¹ • x) (L⁻¹ • y) := fun x y => by
    rw [coulomb, coulomb, ← ENNReal.ofReal_mul hc, ← smul_sub, norm_smul,
      Real.norm_of_nonneg (inv_nonneg.2 hL.le)]
    congr 1
    simp only [stretch, div_eq_mul_inv, mul_inv, inv_inv]
    generalize ‖x - y‖⁻¹ = s
    field_simp
  calc hartree (stretch L n)
      = ∫⁻ x, ENNReal.ofReal (L ^ 7)⁻¹ *
          (ENNReal.ofReal (L ^ 3) * ∫⁻ y, coulomb n (L⁻¹ • x) y) :=
        lintegral_congr fun x => by
          simp only [key]
          rw [lintegral_const_mul' _ _ ENNReal.ofReal_ne_top,
            lintegral_stretch hL (coulomb n (L⁻¹ • x))]
    _ = ENNReal.ofReal (L ^ 7)⁻¹ *
          (ENNReal.ofReal (L ^ 3) * (ENNReal.ofReal (L ^ 3) * hartree n)) := by
        rw [lintegral_const_mul' _ _ ENNReal.ofReal_ne_top,
          lintegral_const_mul' _ _ ENNReal.ofReal_ne_top,
          lintegral_stretch hL (fun x => ∫⁻ y, coulomb n x y), hartree]
    _ = ENNReal.ofReal L⁻¹ * hartree n := by
        rw [← mul_assoc, ← mul_assoc, ← ENNReal.ofReal_mul hc,
          ← ENNReal.ofReal_mul (mul_nonneg hc h3)]
        congr 2
        field_simp
```

Distances satisfy $\|x-y\|=L\,\|x/L-y/L\|$. The two densities contribute $L^{-6}$ and the distance one more $L^{-1}$:

$$\frac{n_L(x)\,n_L(y)}{\|x-y\|}=L^{-7}\,\frac{n(x/L)\,n(y/L)}{\|x/L-y/L\|}.$$

Each of the two integrations returns a factor $L^3$, so

$$H[n_L]=L^{-7}\cdot L^3\cdot L^3\,H[n]=\frac1L\,H[n].$$

Again `key` is the pointwise identity. The `calc` block is a chain of equalities: its first step changes variables in $y$, its second in $x$, and its third collects the powers of $L$.

## Finite integrals for bounded densities

The scaling laws alone do not give a limit of zero, since $\infty/L$ is still $\infty$. Finiteness needs its own argument.

```lean
/-- The Coulomb singularity `1/r` is integrable over the unit ball in three dimensions. -/
theorem nearCoulomb_finite :
    ∫⁻ z : Space, ENNReal.ofReal (nearCoulomb ‖z‖) < ∞ := by
  have hm : Measurable nearCoulomb :=
    Measurable.ite measurableSet_Iio measurable_inv measurable_const
  have hb : Integrable ((Set.Icc (0 : ℝ) 1).indicator fun _ => (1 : ℝ)) :=
    (integrable_indicator_iff measurableSet_Icc).2 continuous_const.integrableOn_Icc
  -- in spherical coordinates the integrand is `r² · (1/r) ≤ 1` on the unit interval
  have hi : Integrable (fun z : Space => nearCoulomb ‖z‖) := by
    refine (integrable_fun_norm_addHaar volume).2 ?_
    rw [finrank_euclideanSpace_fin]
    refine Integrable.mono' hb.integrableOn
      ((measurable_id.pow_const 2).mul hm).aestronglyMeasurable
      (ae_restrict_of_forall_mem measurableSet_Ioi fun r hr => ?_)
    have hr0 : 0 < r := hr
    by_cases h : r < 1
    · have e : r ^ (3 - 1) • nearCoulomb r = r := by
        simp only [nearCoulomb, if_pos h, smul_eq_mul]
        field_simp
      rw [e, Set.indicator_of_mem (Set.mem_Icc.2 ⟨hr0.le, h.le⟩),
        Real.norm_of_nonneg hr0.le]
      exact h.le
    · simp only [nearCoulomb, if_neg h, smul_zero, norm_zero]
      exact Set.indicator_nonneg (fun _ _ => zero_le_one) r
  exact hi.lintegral_lt_top
```

In spherical coordinates the volume element tames the singularity:

$$\int w(\|z\|)\,d^3z=4\pi\int_0^1 r^2\,\frac1r\,dr=2\pi.$$

The theorem states only that the integral is finite. The lemma `integrable_fun_norm_addHaar` reduces the question to the integrability of $r^2w(r)$ on $r>0$. There the function equals $r\le1$ below $r=1$ and vanishes from $r=1$ on, so the constant 1 on the unit interval dominates it.

```lean
/-- A nonnegative bounded density of finite total charge has finite exchange and Hartree
integrals. -/
theorem selfInteraction_finite {n : Space → ℝ} {M : ℝ} (h0 : ∀ x, 0 ≤ n x)
    (hM : ∀ x, n x ≤ M) (hq : charge n ≠ ∞) : exchange n ≠ ∞ ∧ hartree n ≠ ∞ := by
  have hM0 : 0 ≤ M := (h0 0).trans (hM 0)
  constructor
  · -- `n^(4/3) ≤ M^(1/3) n`
    have hle : exchange n ≤ ENNReal.ofReal (M ^ (1 / 3 : ℝ)) * charge n := by
      rw [exchange, charge, ← lintegral_const_mul' _ _ ENNReal.ofReal_ne_top]
      refine lintegral_mono fun x => ?_
      rw [← ENNReal.ofReal_mul (by positivity)]
      apply ENNReal.ofReal_le_ofReal
      rw [show (4 / 3 : ℝ) = 1 / 3 + 1 by norm_num,
        Real.rpow_add_of_nonneg (h0 x) (by norm_num) (by norm_num), Real.rpow_one]
      exact mul_le_mul_of_nonneg_right
        (Real.rpow_le_rpow (h0 x) (hM x) (by norm_num)) (h0 x)
    exact ne_top_of_le_ne_top (ENNReal.mul_ne_top ENNReal.ofReal_ne_top hq) hle
  · -- near charges are controlled by the bound `M`, far ones by the total charge
    have hpt : ∀ x y, coulomb n x y ≤ ENNReal.ofReal (n x) *
        (ENNReal.ofReal M * ENNReal.ofReal (nearCoulomb ‖x - y‖)
          + ENNReal.ofReal (n y)) := fun x y => by
      have hφ : 0 ≤ nearCoulomb ‖x - y‖ := by
        unfold nearCoulomb
        split_ifs <;> positivity
      rw [← ENNReal.ofReal_mul hM0, ← ENNReal.ofReal_add (mul_nonneg hM0 hφ) (h0 y),
        ← ENNReal.ofReal_mul (h0 x), coulomb, mul_div_assoc]
      apply ENNReal.ofReal_le_ofReal
      apply mul_le_mul_of_nonneg_left _ (h0 x)
      by_cases h : ‖x - y‖ < 1
      · rw [nearCoulomb, if_pos h, div_eq_mul_inv]
        have := mul_le_mul_of_nonneg_right (hM y) (inv_nonneg.2 (norm_nonneg (x - y)))
        linarith [h0 y]
      · rw [nearCoulomb, if_neg h, mul_zero, zero_add]
        exact div_le_self (h0 y) (not_lt.1 h)
    have hm : Measurable nearCoulomb :=
      Measurable.ite measurableSet_Iio measurable_inv measurable_const
    set C : ℝ≥0∞ := ENNReal.ofReal M *
      (∫⁻ z : Space, ENNReal.ofReal (nearCoulomb ‖z‖)) + charge n with hC
    have hCtop : C ≠ ∞ := ENNReal.add_ne_top.2
      ⟨ENNReal.mul_ne_top ENNReal.ofReal_ne_top nearCoulomb_finite.ne, hq⟩
    have hle : hartree n ≤ charge n * C := by
      rw [hartree, charge, ← lintegral_mul_const' _ _ hCtop]
      refine lintegral_mono fun x => (lintegral_mono (hpt x)).trans (le_of_eq ?_)
      have hmx : Measurable fun y : Space =>
          ENNReal.ofReal M * ENNReal.ofReal (nearCoulomb ‖x - y‖) :=
        (hm.comp (measurable_const.sub measurable_id).norm).ennreal_ofReal.const_mul _
      rw [lintegral_const_mul' _ _ ENNReal.ofReal_ne_top, lintegral_add_left hmx,
        lintegral_const_mul' _ _ ENNReal.ofReal_ne_top,
        lintegral_sub_left_eq_self
          (fun z : Space => ENNReal.ofReal (nearCoulomb ‖z‖)) x, hC, charge]
    exact ne_top_of_le_ne_top (ENNReal.mul_ne_top hq hCtop) hle
```

The hypotheses are $0\le n(x)\le M$ for all $x$ and $Q[n]\neq\infty$. A bounded normalised orbital satisfies them, with $Q=1$. The symbol `∧` means "and"; `constructor` splits the proof into its two halves.

For exchange, $n^{4/3}=n^{1/3}\,n\le M^{1/3}\,n$, and integration gives $X[n]\le M^{1/3}Q[n]$.

For Hartree, near and far charges are treated differently:

$$\frac{n(y)}{\|x-y\|}\le M\,w(\|x-y\|)+n(y).$$

If $0<\|x-y\|<1$, the first term on the right is already large enough, because $n(y)\le M$. If $\|x-y\|\ge1$, the second is, because dividing by the distance can only reduce $n(y)$. Multiplying by $n(x)$ gives the inequality `hpt`. Integration over $y$, with $z=x-y$ in the first term, produces a constant independent of $x$,

$$C=M\int w(\|z\|)\,d^3z+Q[n],$$

and integration over $x$ yields $H[n]\le Q[n]\,C<\infty$. The substitution is `lintegral_sub_left_eq_self`, and the finiteness of $C$ comes from `nearCoulomb_finite`.

## The limit of a spread-out orbital

```lean
/-- For a nonnegative bounded density of finite total charge, the exchange and Hartree
integrals of the stretched density both tend to zero as `L → ∞`. -/
theorem selfInteraction_vanishes {n : Space → ℝ} {M : ℝ} (h0 : ∀ x, 0 ≤ n x)
    (hM : ∀ x, n x ≤ M) (hq : charge n ≠ ∞) :
    Tendsto (fun L => exchange (stretch L n)) atTop (𝓝 0) ∧
      Tendsto (fun L => hartree (stretch L n)) atTop (𝓝 0) := by
  obtain ⟨hX, hH⟩ := selfInteraction_finite h0 hM hq
  have lim : ∀ c : ℝ≥0∞, c ≠ ∞ →
      Tendsto (fun L : ℝ => ENNReal.ofReal L⁻¹ * c) atTop (𝓝 0) := fun c hc => by
    have h := ENNReal.Tendsto.mul_const (b := c)
      (ENNReal.tendsto_ofReal (tendsto_inv_atTop_zero (𝕜 := ℝ))) (Or.inr hc)
    rwa [ENNReal.ofReal_zero, zero_mul] at h
  constructor
  · refine (lim _ hX).congr' ?_
    filter_upwards [eventually_gt_atTop (0 : ℝ)] with L hL
    exact (exchange_stretch hL h0).symm
  · refine (lim _ hH).congr' ?_
    filter_upwards [eventually_gt_atTop (0 : ℝ)] with L hL
    exact (hartree_stretch hL n).symm

end SelfInteractionScaling
```

`Tendsto f atTop (𝓝 0)` says that $f(L)\to0$ as $L\to\infty$. Under the same hypotheses as before,

$$X[n_L]=\frac{X[n]}{L}\to0,\qquad H[n_L]=\frac{H[n]}{L}\to0.$$

The auxiliary statement `lim` says that $c/L\to0$ for every finite $c$. The scaling laws hold for $L>0$, while the variable in the limit runs over all real numbers; `eventually_gt_atTop` restricts attention to positive $L$, which is enough for a limit at infinity.

Finite charge matters here. Take $n(x)=1$ everywhere, which is nonnegative and bounded but has infinite charge. Then $n_L=L^{-3}$ is constant, and $X[n_L]$ and $H[n_L]$ are infinite for every $L>0$, so neither tends to zero. The example shows that boundedness must be supplemented by some condition that makes the two integrals finite; finite charge is a sufficient one.

In density-functional calculations, the Hartree self-repulsion of one orbital and its local exchange energy both fade as $1/L$ when an orbital of fixed shape is stretched uniformly, so a self-interaction correction built from these two terms alone fades with them. A Bloch orbital normalised over a growing crystal keeps its structure within each unit cell and is in general not such a uniform stretch; correlation does not enter the model.

```lean
#print axioms SelfInteractionScaling.density_stretchOrbital
#print axioms SelfInteractionScaling.charge_stretch
#print axioms SelfInteractionScaling.exchange_stretch
#print axioms SelfInteractionScaling.selfInteraction_vanishes
```

```
'SelfInteractionScaling.density_stretchOrbital' depends on axioms: [propext, Classical.choice, Quot.sound]
'SelfInteractionScaling.charge_stretch' depends on axioms: [propext, Classical.choice, Quot.sound]
'SelfInteractionScaling.exchange_stretch' depends on axioms: [propext, Classical.choice, Quot.sound]
'SelfInteractionScaling.selfInteraction_vanishes' depends on axioms: [propext, Classical.choice, Quot.sound]
```
